# Water in the yz plane: nine displacements reduce to 3A1 + A2 + 2B1 + 3B2, vibrations to 2A1 + B2

## Axes, atoms and species

The C2 axis is $z$ and the molecule lies in the $yz$ plane. Atom 0 is O at $\mathbf r_0=(0,0,p)$; atoms 1 and 2 are H at $\mathbf r_{1,2}=(0,\pm b,q)$. A displacement has nine components $u_{a,i}$, with atom $a=0,1,2$ and axis $i=0,1,2$ for $x,y,z$.

An operation $g$ has an atom permutation matrix $P_g$ and a Cartesian matrix $R_g$. It acts on displacements by $D_g=P_g\otimes R_g$. The species are labelled as follows:

| | $E$ | $C_2$ | $\sigma_{xz}$ | $\sigma_{yz}$ |
|---|---|---|---|---|
| A1 | 1 | 1 | 1 | 1 |
| A2 | 1 | 1 | −1 | −1 |
| B1 | 1 | −1 | 1 | −1 |
| B2 | 1 | −1 | −1 | 1 |

With the molecule in the $xz$ plane instead, B1 and B2 would exchange names.

## Rigid motion and vibration

A translation $\mathbf t$ with an infinitesimal rotation $\boldsymbol\omega$ displaces atom $a$ by $\mathbf t+\boldsymbol\omega\times\mathbf r_a$. With masses $m_0=M$ and $m_1=m_2=m$, a vibration is a displacement that obeys the Eckart conditions

$$\sum_a m_a\mathbf u_a=0,\qquad \sum_a m_a\,\mathbf r_a\times\mathbf u_a=0 .$$

If they hold throughout a motion, its linear momentum vanishes, and its angular momentum vanishes to first order in the displacements and their velocities. In a harmonic calculation on a bent, symmetric equilibrium geometry, the species 2A1 + B2 split the vibrational problem into a 2 × 2 block and a single B2 mode.

## The statement in Lean terms

`disp g` is $D_g$, indexed by pairs (atom, axis), and `axial g` is $(\det R_g)R_g$. `disp_trace` gives the four traces. `mult` is the reduction formula, taken as a definition, and `water_reduction` evaluates it for the full character and for `vibChar`, the character left after subtracting translations and rotations.

`vibration_iff` describes the vibrations directly: `IsVibration` holds exactly when $u$ is a sum of `modeA1` and `modeB2`. `mode_symmetry` identifies their species, and `modes_independent` shows that the three parameters are independent.

The hypothesis $b\ne0$ keeps the H atoms apart, and $p\ne q$ makes the molecule bent. `vibration_iff` also takes both masses to be positive. There is no potential energy in the model, so it yields neither frequencies nor the mixture of stretching and bending in the two A1 normal modes.

## Traces and their reduction

The trace of a Kronecker product is the product of the traces. In the order $E,C_2,\sigma_{xz},\sigma_{yz}$,

$$\operatorname{tr}P=(3,1,1,3),\quad \operatorname{tr}R=(3,-1,1,1),\quad \operatorname{tr}D=(9,-1,1,3).$$

Multiplying by each row of the character table, summing and dividing by 4 gives

$$\begin{aligned}
n_{A1}&=(9-1+1+3)/4=3, & n_{A2}&=(9-1-1-3)/4=1,\\
n_{B1}&=(9+1+1-3)/4=2, & n_{B2}&=(9+1-1+3)/4=3.
\end{aligned}$$

## Removing six rigid displacements

If $g$ carries atom $a$ to the place of atom $a'$, then $R_g\mathbf r_a=\mathbf r_{a'}$, and the new displacement at $a'$ is

$$R_g(\mathbf t+\boldsymbol\omega\times\mathbf r_a)=R_g\mathbf t+(\det R_g)(R_g\boldsymbol\omega)\times\mathbf r_{a'} .$$

Thus $\mathbf t$ transforms as a polar vector and $\boldsymbol\omega$ as an axial one.

If a rigid displacement vanishes, subtracting the condition for O from those for H gives $\boldsymbol\omega\times(0,\pm b,q-p)=0$. These two vectors are not parallel, so $\boldsymbol\omega=0$, and then $\mathbf t=0$. Exactly six dimensions are removed.

The determinants are $(1,1,-1,-1)$, so the axial traces are $(3,-1,-1,-1)$. The remaining character is

$$(9,-1,1,3)-(3,-1,1,1)-(3,-1,-1,-1)=(3,1,1,3).$$

Its multiplicities are

$$\begin{aligned}
n_{A1}&=(3+1+1+3)/4=2, & n_{A2}&=(3+1-1-3)/4=0,\\
n_{B1}&=(3-1+1-3)/4=0, & n_{B2}&=(3-1-1+3)/4=1.
\end{aligned}$$

## Solving the Eckart conditions

The out-of-plane equations are

$$\begin{aligned}
Mu_{0,0}+m(u_{1,0}+u_{2,0})&=0,\\
Mpu_{0,0}+mq(u_{1,0}+u_{2,0})&=0,\\
mb(u_{2,0}-u_{1,0})&=0.
\end{aligned}$$

The last gives $u_{1,0}=u_{2,0}$. Subtracting $p$ times the first from the second gives $m(q-p)(u_{1,0}+u_{2,0})=0$. All three components therefore vanish.

In the plane, the momentum conditions are $Mu_{0,i}+m(u_{1,i}+u_{2,i})=0$ for $i=1,2$. Adding $p$ times the one for $i=1$ to the remaining angular condition,

$$-Mpu_{0,1}+mb(u_{1,2}-u_{2,2})-mq(u_{1,1}+u_{2,1})=0,$$

leaves $b(u_{1,2}-u_{2,2})=(q-p)(u_{1,1}+u_{2,1})$. Set $u_{1,1}+u_{2,1}=2Mbc$, $u_{1,1}-u_{2,1}=2r$ and $u_{1,2}+u_{2,2}=2Ms$. Then

$$\begin{aligned}
\mathbf u_0&=(0,-2mbc,-2ms),\\
\mathbf u_1&=(0,r+Mbc,Ms+M(q-p)c),\\
\mathbf u_2&=(0,-r+Mbc,Ms-M(q-p)c).
\end{aligned}$$

Since nothing moves along $x$, $\sigma_{yz}$ leaves these vectors fixed, and $C_2$ acts on them as $\sigma_{xz}$ does: it swaps the H atoms and reverses $y$. The $s,r$ part is unchanged (A1) and the $c$ part changes sign (B2). If the whole displacement is zero, the three defining sums and differences give $c=r=s=0$.

## The complete Lean file

```lean
import Mathlib

open Matrix
open scoped Kronecker

namespace WaterC2v

noncomputable section

/-- The four operations of C2v: identity, half turn about z, and reflections in the xz and yz planes. -/
inductive Op
  | e | c2 | sxz | syz

/-- The four irreducible symmetry species of C2v. -/
inductive Species
  | A1 | A2 | B1 | B2

/-- The group table of C2v. -/
def comp : Op → Op → Op
  | .e, g => g
  | .c2, .e => .c2
  | .c2, .c2 => .e
  | .c2, .sxz => .syz
  | .c2, .syz => .sxz
  | .sxz, .e => .sxz
  | .sxz, .c2 => .syz
  | .sxz, .sxz => .e
  | .sxz, .syz => .c2
  | .syz, .e => .syz
  | .syz, .c2 => .sxz
  | .syz, .sxz => .c2
  | .syz, .syz => .e

/-- The character table of C2v. -/
def chi : Species → Op → ℝ
  | .A1, _ => 1
  | .A2, .e => 1
  | .A2, .c2 => 1
  | .A2, .sxz => -1
  | .A2, .syz => -1
  | .B1, .e => 1
  | .B1, .c2 => -1
  | .B1, .sxz => 1
  | .B1, .syz => -1
  | .B2, .e => 1
  | .B2, .c2 => -1
  | .B2, .sxz => -1
  | .B2, .syz => 1

/-- The permutation of the atoms O, H, H caused by an operation. -/
def perm : Op → Matrix (Fin 3) (Fin 3) ℝ
  | .e => !![1, 0, 0; 0, 1, 0; 0, 0, 1]
  | .c2 => !![1, 0, 0; 0, 0, 1; 0, 1, 0]
  | .sxz => !![1, 0, 0; 0, 0, 1; 0, 1, 0]
  | .syz => !![1, 0, 0; 0, 1, 0; 0, 0, 1]

/-- The action of an operation on the Cartesian axes x, y, z. -/
def cart : Op → Matrix (Fin 3) (Fin 3) ℝ
  | .e => !![1, 0, 0; 0, 1, 0; 0, 0, 1]
  | .c2 => !![-1, 0, 0; 0, -1, 0; 0, 0, 1]
  | .sxz => !![1, 0, 0; 0, -1, 0; 0, 0, 1]
  | .syz => !![-1, 0, 0; 0, 1, 0; 0, 0, 1]

/-- The 9 × 9 matrix of an operation on the atomic displacements. -/
def disp (g : Op) : Matrix (Fin 3 × Fin 3) (Fin 3 × Fin 3) ℝ := perm g ⊗ₖ cart g

/-- The action of an operation on axial vectors. -/
def axial (g : Op) : Matrix (Fin 3) (Fin 3) ℝ := (cart g).det • cart g

/-- Atomic positions, one row per atom: O at (0, 0, p), H at (0, b, q) and (0, -b, q). -/
def pos (b p q : ℝ) : Matrix (Fin 3) (Fin 3) ℝ := !![0, 0, p; 0, b, q; 0, -b, q]

/-- The displacement made by a translation t and an infinitesimal rotation ω. -/
def rigid (b p q : ℝ) (t ω : Fin 3 → ℝ) : Fin 3 × Fin 3 → ℝ :=
  fun k => t k.2 + crossProduct ω (pos b p q k.1) k.2

/-- The multiplicity of a species in a character, by the reduction formula. -/
def mult (f : Op → ℝ) (s : Species) : ℝ :=
  (f .e * chi s .e + f .c2 * chi s .c2 + f .sxz * chi s .sxz + f .syz * chi s .syz) / 4

/-- The character of all displacements less those of translations and rotations. -/
def vibChar (g : Op) : ℝ := (disp g).trace - (cart g).trace - (axial g).trace

/-- The masses of O, H, H. -/
def mass (M m : ℝ) : Fin 3 → ℝ := ![M, m, m]

/-- The Eckart conditions: the sums over the atoms of mass times displacement, and of mass times the
cross product of position and displacement, both vanish. -/
def IsVibration (M m b p q : ℝ) (u : Fin 3 × Fin 3 → ℝ) : Prop :=
  (∀ i, ∑ a, mass M m a * u (a, i) = 0) ∧
    ∑ a, mass M m a • crossProduct (pos b p q a) (fun i => u (a, i)) = 0

/-- A two-parameter family of displacements in the yz plane: the H atoms move oppositely along y and
equally along z. -/
def modeA1 (M m s r : ℝ) : Fin 3 × Fin 3 → ℝ :=
  fun k => !![0, 0, -2 * m * s; 0, r, M * s; 0, -r, M * s] k.1 k.2

/-- A one-parameter family of displacements in the yz plane: the H atoms move equally along y and
oppositely along z. -/
def modeB2 (M m b p q c : ℝ) : Fin 3 × Fin 3 → ℝ :=
  fun k => !![0, -2 * m * b * c, 0; 0, M * b * c, M * (q - p) * c;
    0, M * b * c, -(M * (q - p) * c)] k.1 k.2

/-- The 9 × 9 matrices multiply according to the group table. -/
theorem disp_comp (g h : Op) : disp (comp g h) = disp g * disp h := by
  have hp : perm (comp g h) = perm g * perm h := by
    cases g <;> cases h <;> ext i j <;> fin_cases i <;> fin_cases j <;>
      simp [comp, perm, Matrix.mul_apply, Fin.sum_univ_three]
  have hc : cart (comp g h) = cart g * cart h := by
    cases g <;> cases h <;> ext i j <;> fin_cases i <;> fin_cases j <;>
      simp [comp, cart, Matrix.mul_apply, Fin.sum_univ_three]
  unfold disp
  rw [hp, hc, Matrix.mul_kronecker_mul]

/-- Each operation, moving the atoms and relabelling them, leaves the molecule unchanged. -/
theorem geometry_invariant (b p q : ℝ) (g : Op) :
    perm g * pos b p q * (cart g)ᵀ = pos b p q := by
  cases g <;> ext i j <;> fin_cases i <;> fin_cases j <;>
    simp [perm, cart, pos, Matrix.mul_apply, Fin.sum_univ_three]

/-- The traces of the 9 × 9 matrices are 9, -1, 1, 3. -/
theorem disp_trace : (disp .e).trace = 9 ∧ (disp .c2).trace = -1 ∧
    (disp .sxz).trace = 1 ∧ (disp .syz).trace = 3 := by
  refine ⟨?_, ?_, ?_, ?_⟩ <;>
    simp [disp, Matrix.trace_kronecker, Matrix.trace_fin_three, perm, cart] <;> norm_num

/-- Under an operation a rigid displacement stays rigid: the translation turns as a polar
vector and the rotation as an axial vector. -/
theorem rigid_equivariant (b p q : ℝ) (t ω : Fin 3 → ℝ) (g : Op) :
    disp g *ᵥ rigid b p q t ω = rigid b p q (cart g *ᵥ t) (axial g *ᵥ ω) := by
  cases g <;> ext ⟨a, i⟩ <;> fin_cases a <;> fin_cases i <;>
    simp [disp, perm, cart, axial, rigid, pos, Matrix.mulVec, dotProduct,
      Fintype.sum_prod_type, Fin.sum_univ_three, cross_apply, Matrix.det_fin_three] <;> ring

/-- For a bent molecule only the zero translation and rotation displace no atom. -/
theorem rigid_injective {b p q : ℝ} (hb : b ≠ 0) (hpq : p ≠ q) {t ω : Fin 3 → ℝ}
    (h : rigid b p q t ω = 0) : t = 0 ∧ ω = 0 := by
  have f (a i : Fin 3) : t i + crossProduct ω (pos b p q a) i = 0 := congrFun h (a, i)
  have o0 : t 0 + (ω 1 * p - ω 2 * 0) = 0 := by simpa [pos, cross_apply] using f 0 0
  have o1 : t 1 + (ω 2 * 0 - ω 0 * p) = 0 := by simpa [pos, cross_apply] using f 0 1
  have o2 : t 2 + (ω 0 * 0 - ω 1 * 0) = 0 := by simpa [pos, cross_apply] using f 0 2
  have h0 : t 0 + (ω 1 * q - ω 2 * b) = 0 := by simpa [pos, cross_apply] using f 1 0
  have h2 : t 2 + (ω 0 * b - ω 1 * 0) = 0 := by simpa [pos, cross_apply] using f 1 2
  have k0 : t 0 + (ω 1 * q - ω 2 * -b) = 0 := by simpa [pos, cross_apply] using f 2 0
  have w0 : ω 0 = 0 := mul_left_cancel₀ hb (by linear_combination h2 - o2)
  have w2 : ω 2 = 0 := mul_left_cancel₀ hb (by linear_combination (k0 - h0) / 2)
  have w1 : ω 1 = 0 := mul_left_cancel₀ (sub_ne_zero.mpr hpq)
    (by linear_combination o0 - (h0 + k0) / 2)
  have t0 : t 0 = 0 := by linear_combination o0 - p * w1
  have t1 : t 1 = 0 := by linear_combination o1 + p * w0
  have t2 : t 2 = 0 := by linear_combination o2
  constructor <;> ext i <;> fin_cases i <;> simp [w0, w1, w2, t0, t1, t2]

/-- The nine displacements of water reduce to 3A1 + A2 + 2B1 + 3B2; without translations and
rotations 2A1 + B2 remains. -/
theorem water_reduction :
    (mult (fun g => (disp g).trace) .A1 = 3 ∧ mult (fun g => (disp g).trace) .A2 = 1 ∧
      mult (fun g => (disp g).trace) .B1 = 2 ∧ mult (fun g => (disp g).trace) .B2 = 3) ∧
    (mult vibChar .A1 = 2 ∧ mult vibChar .A2 = 0 ∧
      mult vibChar .B1 = 0 ∧ mult vibChar .B2 = 1) := by
  obtain ⟨h1, h2, h3, h4⟩ := disp_trace
  refine ⟨⟨?_, ?_, ?_, ?_⟩, ?_, ?_, ?_, ?_⟩ <;>
    simp [mult, vibChar, h1, h2, h3, h4, chi, axial, cart,
      Matrix.trace_fin_three, Matrix.det_fin_three] <;> norm_num

/-- The two explicit families of displacements transform as A1 and as B2. -/
theorem mode_symmetry (M m b p q s r c : ℝ) (g : Op) :
    disp g *ᵥ modeA1 M m s r = chi .A1 g • modeA1 M m s r ∧
    disp g *ᵥ modeB2 M m b p q c = chi .B2 g • modeB2 M m b p q c := by
  constructor <;> cases g <;> ext ⟨a, i⟩ <;> fin_cases a <;> fin_cases i <;>
    simp [disp, perm, cart, chi, modeA1, modeB2, Matrix.mulVec, dotProduct,
      Fintype.sum_prod_type, Fin.sum_univ_three]

/-- The vibrations of a bent molecule are exactly the sums of a displacement from the
two-parameter family and one from the one-parameter family. -/
theorem vibration_iff {M m b p q : ℝ} (hM : 0 < M) (hm : 0 < m) (hb : b ≠ 0) (hpq : p ≠ q)
    (u : Fin 3 × Fin 3 → ℝ) :
    IsVibration M m b p q u ↔ ∃ s r c, u = modeA1 M m s r + modeB2 M m b p q c := by
  constructor
  · rintro ⟨hT, hR⟩
    have T (i : Fin 3) : M * u (0, i) + m * u (1, i) + m * u (2, i) = 0 := by
      simpa [mass, Fin.sum_univ_three] using hT i
    have R0 : M * (0 * u (0, 2) - p * u (0, 1)) + m * (b * u (1, 2) - q * u (1, 1))
        + m * (-b * u (2, 2) - q * u (2, 1)) = 0 := by
      simpa [mass, pos, cross_apply, Fin.sum_univ_three] using congrFun hR 0
    have R1 : M * (p * u (0, 0) - 0 * u (0, 2)) + m * (q * u (1, 0) - 0 * u (1, 2))
        + m * (q * u (2, 0) - 0 * u (2, 2)) = 0 := by
      simpa [mass, pos, cross_apply, Fin.sum_univ_three] using congrFun hR 1
    have R2 : M * (0 * u (0, 1) - 0 * u (0, 0)) + m * (0 * u (1, 1) - b * u (1, 0))
        + m * (0 * u (2, 1) - -b * u (2, 0)) = 0 := by
      simpa [mass, pos, cross_apply, Fin.sum_univ_three] using congrFun hR 2
    have hmb : m * b ≠ 0 := mul_ne_zero hm.ne' hb
    -- no atom leaves the molecular plane
    have e : u (2, 0) = u (1, 0) := mul_left_cancel₀ hmb (by linear_combination R2)
    have x1 : u (1, 0) = 0 := mul_left_cancel₀ (mul_ne_zero hm.ne' (sub_ne_zero.mpr hpq.symm))
      (by linear_combination (R1 - p * T 0 - m * (q - p) * e) / 2)
    have x2 : u (2, 0) = 0 := e.trans x1
    have x0 : u (0, 0) = 0 := mul_left_cancel₀ hM.ne'
      (by linear_combination T 0 - m * x1 - m * x2)
    -- the in-plane motion has three free parameters
    obtain ⟨s, hs⟩ : ∃ s, u (1, 2) + u (2, 2) = 2 * M * s :=
      ⟨(u (1, 2) + u (2, 2)) / (2 * M), by field_simp⟩
    obtain ⟨c, hc⟩ : ∃ c, u (1, 1) + u (2, 1) = 2 * M * b * c :=
      ⟨(u (1, 1) + u (2, 1)) / (2 * M * b), by field_simp⟩
    have y0 : u (0, 1) = -2 * m * b * c := mul_left_cancel₀ hM.ne'
      (by linear_combination T 1 - m * hc)
    have z0 : u (0, 2) = -2 * m * s := mul_left_cancel₀ hM.ne'
      (by linear_combination T 2 - m * hs)
    have d : u (1, 2) - u (2, 2) = 2 * M * (q - p) * c := mul_left_cancel₀ hmb
      (by linear_combination R0 + p * T 1 + m * (q - p) * hc)
    refine ⟨s, (u (1, 1) - u (2, 1)) / 2, c, ?_⟩
    ext ⟨a, i⟩
    fin_cases a <;> fin_cases i <;> simp [modeA1, modeB2] <;> linarith
  · rintro ⟨s, r, c, rfl⟩
    refine ⟨fun i => ?_, ?_⟩
    · fin_cases i <;> simp [mass, modeA1, modeB2, Fin.sum_univ_three] <;> ring
    · ext i
      fin_cases i <;>
        simp [mass, pos, modeA1, modeB2, cross_apply, Fin.sum_univ_three]
      ring

/-- The three parameters of the vibrations are independent. -/
theorem modes_independent {M m b p q s r c : ℝ} (hM : 0 < M) (hb : b ≠ 0)
    (h : modeA1 M m s r + modeB2 M m b p q c = 0) : s = 0 ∧ r = 0 ∧ c = 0 := by
  have f (a i : Fin 3) : modeA1 M m s r (a, i) + modeB2 M m b p q c (a, i) = 0 :=
    congrFun h (a, i)
  have y1 : r + M * b * c = 0 := by simpa [modeA1, modeB2] using f 1 1
  have y2 : -r + M * b * c = 0 := by simpa [modeA1, modeB2] using f 2 1
  have z1 : M * s + M * (q - p) * c = 0 := by simpa [modeA1, modeB2] using f 1 2
  have hc : c = 0 := mul_left_cancel₀ (mul_ne_zero hM.ne' hb)
    (by linear_combination (y1 + y2) / 2)
  refine ⟨mul_left_cancel₀ hM.ne' ?_, by linear_combination (y1 - y2) / 2, hc⟩
  linear_combination z1 - M * (q - p) * hc

end

end WaterC2v
```

```lean
#print axioms WaterC2v.water_reduction
#print axioms WaterC2v.mode_symmetry
#print axioms WaterC2v.vibration_iff
#print axioms WaterC2v.modes_independent
```

```
'WaterC2v.water_reduction' depends on axioms: [propext, Classical.choice, Quot.sound]
'WaterC2v.mode_symmetry' depends on axioms: [propext, Classical.choice, Quot.sound]
'WaterC2v.vibration_iff' depends on axioms: [propext, Classical.choice, Quot.sound]
'WaterC2v.modes_independent' depends on axioms: [propext, Classical.choice, Quot.sound]
```

## How the proofs follow the algebra

`disp_comp` checks the group table on the 3 × 3 factors, then combines them with `Matrix.mul_kronecker_mul`. `geometry_invariant` checks that the relabelled positions agree. `disp_trace` uses the product rule through `Matrix.trace_kronecker`, and `water_reduction` inserts those traces into the reduction formula.

`rigid_equivariant` verifies the transformation law component by component, where the derivation above used the cross-product identity. `rigid_injective` extracts six of the nine component equations. Each `linear_combination` states which of them to combine, and `mul_left_cancel₀` removes the nonzero factor $b$ or $p-q$.

In `vibration_iff`, `T` holds the linear momentum conditions and `R0`, `R1`, `R2` the angular ones. The proof first eliminates the $x$ components, then introduces $s$ and $c$ by division and recovers the other entries. The converse substitutes the explicit displacement into the conditions. `mode_symmetry` checks every operation on every component, and `modes_independent` recovers the zero parameters from three hydrogen components.
